# A uniform binary alloy has positive mean-field curvature in every direction exactly when $kT$ exceeds $-c(1-c)$ times the lowest interaction eigenvalue

Take two sites with occupations $x_1,x_2$ (the probability of finding an A atom there) and interaction energy $w\,x_1x_2$, $w>0$. I add the mean-field mixing term and start from the uniform concentration $x_1=x_2=c$, with $0<c<1$. Along the unit direction $(1,-1)/\sqrt2$ the free energy has second derivative $-w+kT/(c(1-c))$, and along $(1,1)/\sqrt2$ it has $+w+kT/(c(1-c))$. So the ordering pattern goes unstable below $kT=c(1-c)\,w$, and the other one never does at positive temperature.

With many sites I would diagonalise the interaction matrix and test each eigenvector in the same way. But a real fluctuation is a mixture of many eigenvectors, and the entropy is not quadratic. Could some mixture go unstable at a higher temperature than every pure eigenvector?

## No mixture goes unstable before the lowest mode

At a uniform alloy the entropy contributes the same stiffness to every unit direction, so only the interactions can distinguish between directions, and their minimum is attained at the lowest eigenvector.

Let $V$ be the real symmetric interaction matrix and
$$F(x)=\tfrac12\,x\cdot Vx+kT\sum_i g(x_i),\qquad g(y)=y\log y+(1-y)\log(1-y).$$
Your example has off-diagonal entries $w$ and zero diagonal. For $0<y<1$,
$$g'(y)=\log y+1-\log(1-y)-1=\log y-\log(1-y),$$
$$g''(y)=\frac1y+\frac1{1-y}=\frac1{y(1-y)}.$$

Now move along $x+tv$. Since $V$ is symmetric, $x\cdot Vv=v\cdot Vx$, and
$$F(x+tv)=\tfrac12x\cdot Vx+t\,v\cdot Vx+\tfrac12t^2\,v\cdot Vv+kT\sum_i g(x_i+tv_i).$$
The first derivative in $t$ is
$$v\cdot Vx+t\,v\cdot Vv+kT\sum_i v_i\,g'(x_i+tv_i).$$
Differentiating again at $t=0$ gives the curvature
$$v\cdot Vv+kT\sum_i\frac{v_i^2}{x_i(1-x_i)}.$$
At $x_i=c$ the denominators are all equal, which leaves
$$K(v)=v\cdot Vv+\frac{kT}{c(1-c)}\,v\cdot v.$$

Expand $v=\sum_k a_ke_k$ in orthonormal eigenvectors of $V$, with eigenvalues $\lambda_k$ and lowest eigenvalue $l$. The cross terms vanish, so
$$K(v)=\sum_k\Big(\lambda_k+\frac{kT}{c(1-c)}\Big)a_k^2\;\ge\;\Big(l+\frac{kT}{c(1-c)}\Big)v\cdot v.$$
If the last bracket is positive, so is $K(v)$ for every $v\neq0$. Conversely, an eigenvector for $l$ turns the inequality into an equality, so positivity in every direction forces the bracket to be positive. Multiplying by $c(1-c)>0$ gives $kT>-c(1-c)\,l$.

At equality, $K(v)=\sum_k(\lambda_k-l)a_k^2$. This vanishes exactly when $v$ contains only eigenvectors with $\lambda_k=l$, that is, when $Vv=lv$. Mixtures can therefore be soft at the threshold, but only mixtures of degenerate lowest modes.

## What the Lean statements say

The type `n` labels finitely many sites, `x : n → ℝ` holds their occupations, and `fun _ => c` is the uniform alloy. In `freeEnergy`, the factor one half makes each pair count once in the double sum. Diagonal entries of `V` are allowed and act as on-site quadratic terms; for an alloy with interactions only between different sites they are zero. The parameter `kT` is a single real number in the energy units of `V`.

`curvature f x v` is the second derivative of `f (x + t • v)` at $t=0$, defined by applying `deriv` twice, so the formula for $K(v)$ is proved and not built in. The direction `v` is not normalised; dividing by $v\cdot v$ gives the value per unit direction. `eigenvalueSet V` collects the real numbers that have a nonzero eigenvector, and `IsLeast (eigenvalueSet V) l` says that `l` is one of them and none is smaller.

The criterion is `uniform_stable_iff`. `unstable_along_eigenvector` adds that any eigenvector, not only the lowest, has negative curvature once $kT$ is below $-c(1-c)$ times its own eigenvalue, and `soft_mode_iff` identifies the zero-curvature directions at the threshold. None of them assumes $kT>0$. For a physical temperature, an instability at $kT>0$ requires $l<0$; if $l\ge0$, the uniform alloy passes the test at every positive temperature. When the diagonal of $V$ is zero, the eigenvalues sum to zero, so $l\ge0$ happens only for $V=0$.

```lean
import Mathlib

open Matrix Topology

namespace AlloyMeanFieldInstability

noncomputable section

variable {n : Type*} [Fintype n]

/-- The mixing term `y log y + (1 - y) log (1 - y)` of a site with occupation `y`,
for `y` between 0 and 1. -/
def mixing (y : ℝ) : ℝ := y * Real.log y + (1 - y) * Real.log (1 - y)

/-- The mean-field free energy of a binary alloy with site occupations `x`,
pair interactions `V` and thermal energy `kT`. -/
def freeEnergy (V : Matrix n n ℝ) (kT : ℝ) (x : n → ℝ) : ℝ :=
  (x ⬝ᵥ V *ᵥ x) / 2 + kT * ∑ i, mixing (x i)

/-- The second derivative of `f` at `x` along the direction `v`. -/
def curvature (f : (n → ℝ) → ℝ) (x v : n → ℝ) : ℝ :=
  deriv (deriv (fun t : ℝ => f (x + t • v))) 0

/-- The set of eigenvalues of the interaction matrix. -/
def eigenvalueSet (V : Matrix n n ℝ) : Set ℝ :=
  {l | ∃ v : n → ℝ, v ≠ 0 ∧ V *ᵥ v = l • v}

/-- The first derivative of the mixing term when the occupation `a + t b` of a site
varies with `t` and lies strictly between 0 and 1. -/
theorem hasDerivAt_mixing (a b t : ℝ) (h0 : 0 < a + t * b) (h1 : a + t * b < 1) :
    HasDerivAt (fun s : ℝ => mixing (a + s * b))
      (b * (Real.log (a + t * b) - Real.log (1 - (a + t * b)))) t := by
  have key : ∀ z w : ℝ, z ≠ 0 → z * (w / z) = w := fun z w hz => by field_simp
  have n1 : a + t * b ≠ 0 := h0.ne'
  have n2 : 1 - (a + t * b) ≠ 0 := (sub_pos.2 h1).ne'
  have hy : HasDerivAt (fun s : ℝ => a + s * b) b t :=
    (hasDerivAt_mul_const b).const_add a
  have hz : HasDerivAt (fun s : ℝ => 1 - (a + s * b)) (-b) t := hy.const_sub 1
  refine ((hy.fun_mul (hy.log n1)).fun_add (hz.fun_mul (hz.log n2))).congr_deriv ?_
  linear_combination key _ b n1 + key _ (-b) n2

/-- For `a` strictly between 0 and 1, the derivative of `b (log (a + t b) - log (1 - (a + t b)))`
with respect to `t` at `t = 0` is `b² / (a (1 - a))`. -/
theorem hasDerivAt_mixing_slope (a b : ℝ) (h0 : 0 < a) (h1 : a < 1) :
    HasDerivAt (fun t : ℝ => b * (Real.log (a + t * b) - Real.log (1 - (a + t * b))))
      (b ^ 2 / (a * (1 - a))) 0 := by
  have key : ∀ z w : ℝ, z ≠ 0 → z * (w / z) = w := fun z w hz => by field_simp
  have m1 : a ≠ 0 := h0.ne'
  have m2 : 1 - a ≠ 0 := (sub_pos.2 h1).ne'
  have e : a + 0 * b = a := by ring
  have n1 : a + 0 * b ≠ 0 := by rw [e]; exact m1
  have n2 : 1 - (a + 0 * b) ≠ 0 := by rw [e]; exact m2
  have hy : HasDerivAt (fun s : ℝ => a + s * b) b 0 :=
    (hasDerivAt_mul_const b).const_add a
  have hz : HasDerivAt (fun s : ℝ => 1 - (a + s * b)) (-b) 0 := hy.const_sub 1
  refine (((hy.log n1).fun_sub (hz.log n2)).const_mul b).congr_deriv ?_
  simp only [zero_mul, add_zero]
  rw [eq_div_iff (mul_ne_zero m1 m2)]
  linear_combination b * (1 - a) * key a b m1 - b * a * key (1 - a) (-b) m2

/-- The first derivative of the free energy along the line `x + t v`, for symmetric
interactions and at a point where all occupations lie strictly between 0 and 1. -/
theorem hasDerivAt_freeEnergy {V : Matrix n n ℝ} (hV : V.IsSymm) (kT : ℝ)
    (x v : n → ℝ) (t : ℝ) (ht : ∀ i, 0 < x i + t * v i ∧ x i + t * v i < 1) :
    HasDerivAt (fun s : ℝ => freeEnergy V kT (x + s • v))
      (v ⬝ᵥ V *ᵥ x + t * (v ⬝ᵥ V *ᵥ v) + kT * ∑ i, v i *
        (Real.log (x i + t * v i) - Real.log (1 - (x i + t * v i)))) t := by
  have hsymm : x ⬝ᵥ V *ᵥ v = v ⬝ᵥ V *ᵥ x := by
    rw [Matrix.dotProduct_mulVec, ← Matrix.mulVec_transpose, hV.eq, dotProduct_comm]
  -- along the line the interaction energy is a quadratic polynomial
  have hline : ∀ s : ℝ, freeEnergy V kT (x + s • v) =
      ((x ⬝ᵥ V *ᵥ x) / 2 + s * (v ⬝ᵥ V *ᵥ x)) + s * s * (v ⬝ᵥ V *ᵥ v) / 2
        + kT * ∑ i, mixing (x i + s * v i) := by
    intro s
    simp only [freeEnergy, Matrix.mulVec_add, Matrix.mulVec_smul, dotProduct_add,
      add_dotProduct, smul_dotProduct, dotProduct_smul, smul_eq_mul, Pi.add_apply,
      Pi.smul_apply, hsymm]
    ring
  rw [funext hline]
  have hs : HasDerivAt (fun s : ℝ => ∑ i, mixing (x i + s * v i)) (∑ i, v i *
      (Real.log (x i + t * v i) - Real.log (1 - (x i + t * v i)))) t :=
    HasDerivAt.fun_sum fun i _ => hasDerivAt_mixing (x i) (v i) t (ht i).1 (ht i).2
  have hq := (((hasDerivAt_id' t).fun_mul (hasDerivAt_id' t)).mul_const
    (v ⬝ᵥ V *ᵥ v)).div_const 2
  have hl : HasDerivAt (fun s : ℝ => (x ⬝ᵥ V *ᵥ x) / 2 + s * (v ⬝ᵥ V *ᵥ x))
      (v ⬝ᵥ V *ᵥ x) t := (hasDerivAt_mul_const _).const_add _
  refine ((hl.fun_add hq).fun_add (hs.const_mul kT)).congr_deriv ?_
  ring

/-- The curvature of the free energy for symmetric interactions, at any occupations
strictly between 0 and 1. -/
theorem curvature_freeEnergy {V : Matrix n n ℝ} (hV : V.IsSymm) (kT : ℝ)
    (x v : n → ℝ) (hx : ∀ i, 0 < x i ∧ x i < 1) :
    curvature (freeEnergy V kT) x v =
      v ⬝ᵥ V *ᵥ v + kT * ∑ i, v i ^ 2 / (x i * (1 - x i)) := by
  -- small displacements keep every occupation inside (0, 1)
  have hin : ∀ᶠ t in 𝓝 (0 : ℝ), ∀ i, 0 < x i + t * v i ∧ x i + t * v i < 1 := by
    rw [Filter.eventually_all]
    intro i
    have hc : Continuous (fun t : ℝ => x i + t * v i) := by fun_prop
    have hm : (fun t : ℝ => x i + t * v i) ⁻¹' Set.Ioo 0 1 ∈ 𝓝 (0 : ℝ) :=
      (isOpen_Ioo.preimage hc).mem_nhds (by simpa using hx i)
    filter_upwards [hm] with t ht
    exact ht
  have hev : deriv (fun t : ℝ => freeEnergy V kT (x + t • v)) =ᶠ[𝓝 0]
      fun t => v ⬝ᵥ V *ᵥ x + t * (v ⬝ᵥ V *ᵥ v) + kT * ∑ i, v i *
        (Real.log (x i + t * v i) - Real.log (1 - (x i + t * v i))) := by
    filter_upwards [hin] with t ht
    exact (hasDerivAt_freeEnergy hV kT x v t ht).deriv
  rw [curvature, hev.deriv_eq]
  have hs := HasDerivAt.fun_sum (u := Finset.univ) fun i _ =>
    hasDerivAt_mixing_slope (x i) (v i) (hx i).1 (hx i).2
  exact (((hasDerivAt_mul_const _).const_add _).fun_add (hs.const_mul kT)).deriv

/-- The curvature at the uniform alloy of concentration `c`, with `0 < c < 1` and
symmetric interactions. -/
theorem curvature_uniform {V : Matrix n n ℝ} (hV : V.IsSymm) (kT : ℝ) {c : ℝ}
    (h0 : 0 < c) (h1 : c < 1) (v : n → ℝ) :
    curvature (freeEnergy V kT) (fun _ => c) v =
      v ⬝ᵥ V *ᵥ v + kT / (c * (1 - c)) * (v ⬝ᵥ v) := by
  have h : ∑ i, v i ^ 2 / (c * (1 - c)) = (v ⬝ᵥ v) / (c * (1 - c)) := by
    simp only [dotProduct, Finset.sum_div, sq]
  rw [curvature_freeEnergy hV kT _ v fun _ => ⟨h0, h1⟩]
  show _ + kT * ∑ i, v i ^ 2 / (c * (1 - c)) = _
  rw [h]
  ring

/-- Subtracting the lowest eigenvalue from a symmetric interaction matrix leaves a
positive semidefinite matrix. -/
theorem posSemidef_sub_lowest [DecidableEq n] {V : Matrix n n ℝ} (hV : V.IsSymm)
    {l : ℝ} (hl : IsLeast (eigenvalueSet V) l) :
    (V - l • (1 : Matrix n n ℝ)).PosSemidef := by
  have hH : (V - l • (1 : Matrix n n ℝ)).IsHermitian := by
    have h : (V - l • (1 : Matrix n n ℝ))ᴴ = V - l • (1 : Matrix n n ℝ) := by
      rw [Matrix.conjTranspose_eq_transpose_of_trivial, Matrix.transpose_sub,
        Matrix.transpose_smul, Matrix.transpose_one, hV.eq]
    exact h
  refine hH.posSemidef_iff_eigenvalues_nonneg.2 fun i => ?_
  -- an eigenvector of the shifted matrix is an eigenvector of V
  have hu := hH.mulVec_eigenvectorBasis i
  have hne : (hH.eigenvectorBasis i).ofLp ≠ 0 := fun h =>
    hH.eigenvectorBasis.orthonormal.ne_zero i (by ext j; exact congrFun h j)
  rw [Matrix.sub_mulVec, Matrix.smul_mulVec, Matrix.one_mulVec] at hu
  have hmem : hH.eigenvalues i + l ∈ eigenvalueSet V :=
    ⟨_, hne, by rw [add_smul, ← hu]; abel⟩
  have hle := hl.2 hmem
  show 0 ≤ hH.eigenvalues i
  linarith

/-- For symmetric `V` and `0 < c < 1`, a nonzero eigenvector of `V` with eigenvalue `l`
is a direction of negative curvature at the uniform alloy when `kT < -c (1 - c) l`. -/
theorem unstable_along_eigenvector {V : Matrix n n ℝ} (hV : V.IsSymm) {kT c l : ℝ}
    (h0 : 0 < c) (h1 : c < 1) {v : n → ℝ} (hv : v ≠ 0) (hl : V *ᵥ v = l • v)
    (hT : kT < -(c * (1 - c)) * l) :
    curvature (freeEnergy V kT) (fun _ => c) v < 0 := by
  have hp : 0 < c * (1 - c) := mul_pos h0 (sub_pos.2 h1)
  have hvv : 0 < v ⬝ᵥ v := by
    obtain ⟨i, hi⟩ := Function.ne_iff.1 hv
    exact Finset.sum_pos' (fun j _ => mul_self_nonneg (v j))
      ⟨i, Finset.mem_univ i, mul_self_pos.2 hi⟩
  have hk : kT / (c * (1 - c)) < -l := by
    rw [div_lt_iff₀ hp]
    linarith
  rw [curvature_uniform hV kT h0 h1, hl, dotProduct_smul, smul_eq_mul]
  nlinarith [mul_pos (sub_pos.2 hk) hvv]

/-- Mean-field stability criterion: for symmetric `V` with lowest eigenvalue `l` and
`0 < c < 1`, the free energy has positive curvature at the uniform alloy along every
nonzero direction exactly when `kT > -c (1 - c) l`. -/
theorem uniform_stable_iff {V : Matrix n n ℝ} (hV : V.IsSymm) {kT c l : ℝ}
    (h0 : 0 < c) (h1 : c < 1) (hl : IsLeast (eigenvalueSet V) l) :
    (∀ v : n → ℝ, v ≠ 0 → 0 < curvature (freeEnergy V kT) (fun _ => c) v) ↔
      kT > -(c * (1 - c)) * l := by
  classical
  have hp : 0 < c * (1 - c) := mul_pos h0 (sub_pos.2 h1)
  have hpos : ∀ v : n → ℝ, v ≠ 0 → 0 < v ⬝ᵥ v := fun v hv => by
    obtain ⟨i, hi⟩ := Function.ne_iff.1 hv
    exact Finset.sum_pos' (fun j _ => mul_self_nonneg (v j))
      ⟨i, Finset.mem_univ i, mul_self_pos.2 hi⟩
  constructor
  · -- test the curvature on the lowest eigenvector
    intro h
    obtain ⟨v, hv, hev⟩ := hl.1
    have hc := h v hv
    rw [curvature_uniform hV kT h0 h1, hev, dotProduct_smul, smul_eq_mul,
      ← add_mul] at hc
    have hs : -l < kT / (c * (1 - c)) := by
      linarith [pos_of_mul_pos_left hc (hpos v hv).le]
    rw [lt_div_iff₀ hp] at hs
    linarith
  · -- the lowest eigenvalue bounds the interaction energy from below
    intro hT v hv
    have hr := (posSemidef_sub_lowest hV hl).dotProduct_mulVec_nonneg v
    rw [star_trivial, Matrix.sub_mulVec, Matrix.smul_mulVec, Matrix.one_mulVec,
      dotProduct_sub, dotProduct_smul, smul_eq_mul] at hr
    have hs : -l < kT / (c * (1 - c)) := by
      rw [lt_div_iff₀ hp]
      linarith
    rw [curvature_uniform hV kT h0 h1]
    nlinarith [mul_pos (sub_pos.2 hs) (hpos v hv)]

/-- At `kT = -c (1 - c) l`, with `l` the lowest eigenvalue of the symmetric matrix `V`
and `0 < c < 1`, the curvature at the uniform alloy vanishes along `v` exactly when
`V v = l v`. -/
theorem soft_mode_iff {V : Matrix n n ℝ} (hV : V.IsSymm) {c l : ℝ}
    (h0 : 0 < c) (h1 : c < 1) (hl : IsLeast (eigenvalueSet V) l) (v : n → ℝ) :
    curvature (freeEnergy V (-(c * (1 - c)) * l)) (fun _ => c) v = 0 ↔
      V *ᵥ v = l • v := by
  classical
  have hp : c * (1 - c) ≠ 0 := (mul_pos h0 (sub_pos.2 h1)).ne'
  have hk : -(c * (1 - c)) * l / (c * (1 - c)) = -l := by
    rw [div_eq_iff hp]
    ring
  have hz := (posSemidef_sub_lowest hV hl).dotProduct_mulVec_zero_iff v
  rw [star_trivial, Matrix.sub_mulVec, Matrix.smul_mulVec, Matrix.one_mulVec,
    dotProduct_sub, dotProduct_smul, smul_eq_mul, sub_eq_zero (a := V *ᵥ v)] at hz
  rw [curvature_uniform hV _ h0 h1, hk, neg_mul, ← sub_eq_add_neg]
  exact hz

end

end AlloyMeanFieldInstability
```

```lean
#print axioms AlloyMeanFieldInstability.unstable_along_eigenvector
-- 'AlloyMeanFieldInstability.unstable_along_eigenvector' depends on axioms: [propext, Classical.choice, Quot.sound]
#print axioms AlloyMeanFieldInstability.uniform_stable_iff
-- 'AlloyMeanFieldInstability.uniform_stable_iff' depends on axioms: [propext, Classical.choice, Quot.sound]
#print axioms AlloyMeanFieldInstability.soft_mode_iff
-- 'AlloyMeanFieldInstability.soft_mode_iff' depends on axioms: [propext, Classical.choice, Quot.sound]
```

## From one site to the whole alloy

`hasDerivAt_mixing` and `hasDerivAt_mixing_slope` are the two derivatives of $g$ along a line, with the chain-rule factors $b$ and $b^2$ for an occupation $a+tb$. `hasDerivAt_freeEnergy` expands the interaction energy as a quadratic polynomial in the step `hline`, using symmetry through `hsymm`, and adds the site derivatives.

A second derivative at $t=0$ needs the first derivative at nearby $t$ as well. In `curvature_freeEnergy`, `hin` supplies this: with finitely many sites strictly between 0 and 1, a small enough displacement keeps them all there. The first derivative then agrees with the explicit formula near zero, and that formula is differentiated once more. `curvature_uniform` sets all occupations to $c$ and pulls out the common denominator.

`posSemidef_sub_lowest` replaces the eigenvector expansion. It applies the spectral theorem to $V-l$: an eigenvalue $\mu$ of this matrix makes $\mu+l$ an eigenvalue of $V$, so $\mu+l\ge l$ and $\mu\ge0$. Hence $v\cdot Vv\ge l\,v\cdot v$.

In `uniform_stable_iff`, the forward direction evaluates the curvature on the eigenvector provided by `hl.1` and divides out the positive number $v\cdot v$. The reverse direction combines the semidefinite bound with the strict inequality for $kT$; `nlinarith` receives the product of the two positive factors. `unstable_along_eigenvector` is the same evaluation with the opposite sign. For `soft_mode_iff`, the curvature at the threshold is $v\cdot(V-l)v$, and for a positive semidefinite matrix this is zero exactly when $(V-l)v=0$.

## Fixed composition and the meaning of "stable"

The criterion tests all directions, including those that change the total number of A atoms. That suits an alloy exchanging atoms with a reservoir: a chemical-potential term is linear in $x$ and leaves the curvature unchanged. A closed sample with at least two sites could be modelled by admitting only nonzero directions with $\sum_i v_i=0$. The number $l$ would then give way to the minimum of $v\cdot Vv/v\cdot v$ over those directions, and the threshold could drop. Your two-site example with $w<0$ shows the difference. Its lowest mode is $(1,1)/\sqrt2$, unstable below $kT=c(1-c)|w|$, but at fixed composition only $(1,-1)/\sqrt2$ remains, and its curvature is positive at every positive temperature.

Positive curvature is also a local test. It does not make the uniform alloy a stationary point of $F$, nor does it exclude a distant ordered or phase-separated state of lower free energy, so a first-order transition may come before the instability.

To use the criterion, let $E^{AB}_{ij}$ be the energy of the pair with A on site $i$ and B on site $j$, and likewise for the other occupations. The matrix then has zero diagonal and, for $i\ne j$, $V_{ij}=E^{AA}_{ij}+E^{BB}_{ij}-E^{AB}_{ij}-E^{BA}_{ij}$; the remaining terms are constant or linear in $x$ and leave the curvature unchanged. The pair energies can come from an electronic-structure calculation. Within this finite, mean-field model with fixed pair interactions, a negative lowest eigenvalue gives, together with $c$, the temperature at which the uniform state stops having positive curvature in every direction, and its eigenvectors give the concentration patterns that soften there.
